# A Hermitian perturbation between $-dS$ and $dS$ moves each ordered level of $Hc=\varepsilon Sc$ by at most $d$

Before I accept a cheaper set of nonlocal coefficients in an ultrasoft calculation, I want a limit on how far any band energy at a given k-point can move. The change alters the Hamiltonian matrix from $H$ to $H+V$ and leaves the overlap matrix $S$ alone. The eigenvalues of $V$ are at most 0.1 eV in magnitude, and with $S=1$ I would quote 0.1 eV as the limit. Here $S$ is not the identity, and some bands nearly cross, so their states may mix strongly or change order. Is 0.1 eV still right, and which levels should I compare?

## The change has to be measured against the overlap

It need not be right. With a single basis function, the matrices are numbers $h$, $v$ and $s>0$, and the level moves from $h/s$ to $(h+v)/s$. For $v=0.1$ eV and $s=1/4$ the shift is 0.4 eV.

The number you need is a $d$ for which $dS-V$ and $dS+V$ are both positive semidefinite, which means $|x^\dagger Vx|\le d\,x^\dagger Sx$ for every coefficient vector $x$. Then the $k$-th lowest levels before and after differ by at most $d$, for every $k$; here $k$ numbers the levels at the one k-point considered. Compare levels by position in the ascending list, not by orbital character; near-crossings then need no special treatment. For one basis function the condition reads $|v|\le ds$, which is exactly the bound on the shift.

To find the smallest such $d$, solve $Vc=\lambda Sc$ and take the largest $|\lambda|$; this recipe is a practical remark that the Lean code below leaves aside.

### One state seen from both sets of levels

Let $H'=H+V$, and let $n$ be the number of basis functions. Count levels from $0$ to $n-1$. Collect the generalised eigenvectors of $(H,S)$ as columns of a square matrix $C$, with

$$C^\dagger SC=1,\qquad HC=SC\,\mathrm{diag}(\varepsilon),\qquad \varepsilon_0\le\varepsilon_1\le\dots$$

Let $C'$ and $\varepsilon'$ be the same objects for $(H',S)$. For $x=Ca$,

$$x^\dagger Sx=\sum_i|a_i|^2,\qquad x^\dagger Hx=a^\dagger C^\dagger SC\,\mathrm{diag}(\varepsilon)\,a=\sum_i\varepsilon_i|a_i|^2 .$$

The same $x$ can be expanded in the other set. Since $C'$ is square and $C'^\dagger SC'=1$, also $C'C'^\dagger S=1$. Hence $x=C'b$ with $b=Wa$ and $W=C'^\dagger SC$.

Fix $k$ and require $a_i=0$ for $i>k$ and $b_i=0$ for $i<k$. These are $(n-1-k)+k=n-1$ linear conditions on $n$ unknowns, so a nonzero $a$ satisfies them all. Put $N=x^\dagger Sx=\sum_i|a_i|^2=\sum_i|b_i|^2>0$. Then

$$x^\dagger Hx=\sum_{i\le k}\varepsilon_i|a_i|^2\le\varepsilon_kN,\qquad x^\dagger H'x=\sum_{i\ge k}\varepsilon'_i|b_i|^2\ge\varepsilon'_kN .$$

After division by $N$, the normalised energy of this state is at most $\varepsilon_k$ in the first problem and at least $\varepsilon'_k$ in the second. Because $dS-V$ is positive semidefinite, $x^\dagger Vx\le dN$, and so

$$\varepsilon'_kN\le x^\dagger H'x=x^\dagger Hx+x^\dagger Vx\le(\varepsilon_k+d)N .$$

This gives $\varepsilon'_k\le\varepsilon_k+d$. Now exchange the two problems. The change is then $-V$, and $dS+V$ being positive semidefinite gives $-x^\dagger Vx\le d\,x^\dagger Sx$. The same argument yields $\varepsilon_k\le\varepsilon'_k+d$. Together, $|\varepsilon'_k-\varepsilon_k|\le d$.

The bound is attained. For $V=dS$ with $d\ge0$, both conditions hold, and $(H+dS)C=SC\,\mathrm{diag}(\varepsilon_i+d)$, so every level rises by exactly $d$. Physically this is a shift of the energy zero.

The level lists exist for Hermitian $H$ and positive definite $S$. Diagonalise $SU=U\,\mathrm{diag}(\sigma)$ with $U$ unitary and all $\sigma_i>0$, and set $B=U\,\mathrm{diag}(\sigma^{-1/2})$. Then $B^\dagger SB=1$, and hence $SBB^\dagger=1$. Diagonalise the Hermitian matrix $B^\dagger HB$ as $B^\dagger HB\,Q=Q\,\mathrm{diag}(\varepsilon)$, with $Q$ unitary and $\varepsilon$ ascending. The matrix $C=BQ$ satisfies $C^\dagger SC=Q^\dagger Q=1$ and

$$HC=SBB^\dagger HBQ=SBQ\,\mathrm{diag}(\varepsilon)=SC\,\mathrm{diag}(\varepsilon).$$

Two lists for the same pair $(H,S)$ agree, by the bound with $V=0$ and $d=0$.

### What the Lean statements say about the matrices

Matrices have type `Matrix (Fin n) (Fin n) ℂ`, and `k : Fin n` counts from zero, so `k = 0` is the lowest level. `form A x` is the real part of $x^\dagger Ax$, without normalisation. `IsModes H S C ε` states the three conditions on $C$ and $\varepsilon$ above; "modes" here are generalised eigenvectors, not vibrations. `IsLevels H S ε` says that some such $C$ exists, so `ε` lists the levels in ascending order, with repetitions for degeneracy.

The main theorem, `abs_level_sub_le`, takes a level list `ε` for `(H, S)`, a list `ε'` for `(H + V, S)` and the two semidefinite conditions. It concludes `|ε' k - ε k| ≤ d`. It does not ask separately for Hermitian `H` or positive definite `S`, since both follow from the existence of the modes. Nor does it assume $d\ge0$, which follows as soon as there is a level. `existsUnique_levels` supplies exactly one list for each Hermitian matrix paired with a positive definite overlap, which gives "$k$-th lowest" its meaning.

For projector augmented-wave and ultrasoft practice, the result converts a bound on a matrix change into a limit on all band energies, for two given Hamiltonians in one finite basis with a common overlap. Positive definiteness of $S$ stands for the requirement that every nonzero coefficient vector describes a state of positive norm. The step left to you is to show that $V$ is the whole difference between the Hamiltonians you compare: in a self-consistent run it must include the response of the density-dependent potential. If the new coefficients also alter the augmentation charges in $S$, the theorem does not apply as it stands.

```lean
import Mathlib

open Matrix
open scoped ComplexOrder

namespace GeneralisedLevelStability

noncomputable section

variable {n : ℕ}

/-- The real part of the quadratic form `x^H A x` of a matrix `A` in the state `x`. -/
def form (A : Matrix (Fin n) (Fin n) ℂ) (x : Fin n → ℂ) : ℝ :=
  (star x ⬝ᵥ A *ᵥ x).re

/-- The columns of `C` are a full set of `S`-orthonormal solutions of `H c = ε S c`,
with the real levels `ε` in ascending order. -/
structure IsModes (H S C : Matrix (Fin n) (Fin n) ℂ) (ε : Fin n → ℝ) : Prop where
  sorted : Monotone ε
  orthonormal : Cᴴ * S * C = 1
  eigen : H * C = S * C * diagonal (fun i => (ε i : ℂ))

/-- `ε` lists the generalised eigenvalues of `(H, S)` in ascending order, with multiplicity,
as the levels of a full set of `S`-orthonormal modes. -/
def IsLevels (H S : Matrix (Fin n) (Fin n) ℂ) (ε : Fin n → ℝ) : Prop :=
  ∃ C, IsModes H S C ε

/-- In mode coordinates `a`, the overlap form is the sum of `|a i|^2` and the energy form is
the sum of `ε i |a i|^2`. -/
theorem form_modes {H S C : Matrix (Fin n) (Fin n) ℂ} {ε : Fin n → ℝ}
    (h : IsModes H S C ε) (a : Fin n → ℂ) :
    form S (C *ᵥ a) = ∑ i, Complex.normSq (a i) ∧
      form H (C *ᵥ a) = ∑ i, ε i * Complex.normSq (a i) := by
  -- a change of basis turns the form of `A` into that of `C^H A C`
  have hc : ∀ A : Matrix (Fin n) (Fin n) ℂ, form A (C *ᵥ a) = form (Cᴴ * A * C) a := by
    intro A
    unfold form
    rw [Matrix.star_mulVec, ← Matrix.dotProduct_mulVec]
    simp only [Matrix.mulVec_mulVec, Matrix.mul_assoc]
  have hdiag : ∀ e : Fin n → ℝ, form (diagonal (fun i => (e i : ℂ))) a =
      ∑ i, e i * Complex.normSq (a i) := by
    intro e
    simp only [form, dotProduct, Matrix.mulVec_diagonal, Pi.star_apply, Complex.re_sum]
    refine Finset.sum_congr rfl fun i _ => ?_
    simp [Complex.normSq_apply]
    ring
  constructor
  · rw [hc, h.orthonormal]
    simpa using hdiag (fun _ => 1)
  · have hH : Cᴴ * H * C = diagonal (fun i => (ε i : ℂ)) := by
      rw [Matrix.mul_assoc, h.eigen, ← Matrix.mul_assoc, ← Matrix.mul_assoc,
        h.orthonormal, Matrix.one_mul]
    rw [hc, hH, hdiag]

/-- For any matrix `W` there is a nonzero vector `a` without components above `k` whose image
`W a` has no components below `k`. -/
theorem exists_common_state (W : Matrix (Fin n) (Fin n) ℂ) (k : Fin n) :
    ∃ a : Fin n → ℂ, a ≠ 0 ∧ (∀ i, k < i → a i = 0) ∧ ∀ i, i < k → (W *ᵥ a) i = 0 := by
  -- the conditions form a square linear system whose row `k` is empty
  let M : Matrix (Fin n) (Fin n) ℂ := Matrix.of fun i j =>
    if i < k then W i j else if k < i then (1 : Matrix (Fin n) (Fin n) ℂ) i j else 0
  have hdet : M.det = 0 := Matrix.det_eq_zero_of_row_eq_zero k (by intro j; simp [M])
  obtain ⟨a, ha, hM⟩ := Matrix.exists_mulVec_eq_zero_iff.2 hdet
  refine ⟨a, ha, fun i hi => ?_, fun i hi => ?_⟩
  · have h := congrFun hM i
    simpa [M, Matrix.mulVec, dotProduct, hi, not_lt_of_ge hi.le, Matrix.one_apply] using h
  · have h := congrFun hM i
    simpa [M, Matrix.mulVec, dotProduct, hi] using h

/-- Let `ε` and `ε'` be level lists of `(H, S)` and `(H', S)` in the sense of `IsLevels`. If the
energy form of `H'` exceeds that of `H` by at most `d` times the overlap form for every vector, then
`ε' k` lies at most `d` above `ε k`, for every `k`. -/
theorem level_le_add {H H' S : Matrix (Fin n) (Fin n) ℂ} {ε ε' : Fin n → ℝ} {d : ℝ}
    (h : IsLevels H S ε) (h' : IsLevels H' S ε')
    (hd : ∀ x, form H' x ≤ form H x + d * form S x) (k : Fin n) : ε' k ≤ ε k + d := by
  obtain ⟨C, h⟩ := h
  obtain ⟨C', h'⟩ := h'
  obtain ⟨a, ha, hhi, hlo⟩ := exists_common_state (C'ᴴ * S * C) k
  -- the same state, expanded in the modes of the second problem
  have hx : C' *ᵥ ((C'ᴴ * S * C) *ᵥ a) = C *ᵥ a := by
    have hc : C' * (C'ᴴ * S) = 1 := mul_eq_one_comm.1 h'.orthonormal
    rw [Matrix.mulVec_mulVec, ← Matrix.mul_assoc C' (C'ᴴ * S) C, hc, Matrix.one_mul]
  obtain ⟨hS, hH⟩ := form_modes h a
  obtain ⟨hS', hH'⟩ := form_modes h' ((C'ᴴ * S * C) *ᵥ a)
  rw [hx] at hS' hH'
  have hpos : 0 < form S (C *ᵥ a) := by
    obtain ⟨i, hi⟩ := Function.ne_iff.1 ha
    rw [hS]
    exact Finset.sum_pos' (fun j _ => Complex.normSq_nonneg _)
      ⟨i, Finset.mem_univ i, Complex.normSq_pos.2 hi⟩
  have hup : form H (C *ᵥ a) ≤ ε k * form S (C *ᵥ a) := by
    rw [hH, hS, Finset.mul_sum]
    refine Finset.sum_le_sum fun i _ => ?_
    rcases le_or_gt i k with hi | hi
    · exact mul_le_mul_of_nonneg_right (h.sorted hi) (Complex.normSq_nonneg _)
    · simp [hhi i hi]
  have hdown : ε' k * form S (C *ᵥ a) ≤ form H' (C *ᵥ a) := by
    rw [hH', hS', Finset.mul_sum]
    refine Finset.sum_le_sum fun i _ => ?_
    rcases le_or_gt k i with hi | hi
    · exact mul_le_mul_of_nonneg_right (h'.sorted hi) (Complex.normSq_nonneg _)
    · rw [hlo i hi]
      simp
  refine le_of_mul_le_mul_right ?_ hpos
  linarith [hd (C *ᵥ a), add_mul (ε k) d (form S (C *ᵥ a))]

/-- Let `ε` and `ε'` be level lists of `(H, S)` and `(H + V, S)` in the sense of `IsLevels`. If
`d S - V` and `d S + V` are positive semidefinite, then `ε' k` and `ε k` differ by at most `d`, for
every `k`. -/
theorem abs_level_sub_le {H V S : Matrix (Fin n) (Fin n) ℂ} {ε ε' : Fin n → ℝ} {d : ℝ}
    (h : IsLevels H S ε) (h' : IsLevels (H + V) S ε')
    (hsub : (d • S - V).PosSemidef) (hadd : (d • S + V).PosSemidef) (k : Fin n) :
    |ε' k - ε k| ≤ d := by
  have hV : ∀ x, form (H + V) x = form H x + form V x := by
    intro x
    simp only [form, Matrix.add_mulVec, dotProduct_add, Complex.add_re]
  have h1 : ∀ x, 0 ≤ d * form S x - form V x := by
    intro x
    have hx := (Complex.le_def.1 (hsub.dotProduct_mulVec_nonneg x)).1
    simpa only [form, Matrix.sub_mulVec, Matrix.smul_mulVec, dotProduct_sub, dotProduct_smul,
      Complex.sub_re, Complex.smul_re, smul_eq_mul, Complex.zero_re] using hx
  have h2 : ∀ x, 0 ≤ d * form S x + form V x := by
    intro x
    have hx := (Complex.le_def.1 (hadd.dotProduct_mulVec_nonneg x)).1
    simpa only [form, Matrix.add_mulVec, Matrix.smul_mulVec, dotProduct_add, dotProduct_smul,
      Complex.add_re, Complex.smul_re, smul_eq_mul, Complex.zero_re] using hx
  -- the one-sided bound, used in both directions
  have hup := level_le_add h h' (fun x => by linarith [hV x, h1 x]) k
  have hdown := level_le_add h' h (fun x => by linarith [hV x, h2 x]) k
  exact abs_le.2 ⟨by linarith, by linarith⟩

/-- The perturbation `V = d S` moves every generalised eigenvalue by exactly `d`. -/
theorem levels_add_smul_overlap {H S : Matrix (Fin n) (Fin n) ℂ} {ε : Fin n → ℝ}
    (h : IsLevels H S ε) (d : ℝ) : IsLevels (H + d • S) S (fun i => ε i + d) := by
  obtain ⟨C, h⟩ := h
  refine ⟨C, fun i j hij => by linarith [h.sorted hij], h.orthonormal, ?_⟩
  have hD : diagonal (fun i => ((ε i + d : ℝ) : ℂ)) =
      diagonal (fun i => (ε i : ℂ)) + d • (1 : Matrix (Fin n) (Fin n) ℂ) := by
    ext i j
    by_cases hij : i = j
    · subst hij
      simp
    · simp [hij]
  rw [hD, Matrix.add_mul, Matrix.smul_mul, h.eigen, Matrix.mul_add, Matrix.mul_smul,
    Matrix.mul_one]

/-- A Hermitian matrix has a unitary matrix of eigenvectors, ordered by ascending eigenvalue. -/
theorem exists_sorted_eigenvectors {A : Matrix (Fin n) (Fin n) ℂ} (hA : A.IsHermitian) :
    ∃ (σ : Equiv.Perm (Fin n)) (U : Matrix (Fin n) (Fin n) ℂ),
      Monotone (hA.eigenvalues ∘ σ) ∧ Uᴴ * U = 1 ∧
        A * U = U * diagonal (fun i => (hA.eigenvalues (σ i) : ℂ)) := by
  let U : Matrix (Fin n) (Fin n) ℂ := hA.eigenvectorUnitary
  let σ := Tuple.sort hA.eigenvalues
  have hU : Uᴴ * U = 1 := Matrix.mem_unitaryGroup_iff'.1 hA.eigenvectorUnitary.2
  refine ⟨σ, Matrix.of fun i j => U i (σ j), Tuple.monotone_sort _, ?_, ?_⟩
  · ext i j
    have h := congrFun (congrFun hU (σ i)) (σ j)
    simpa [Matrix.mul_apply, Matrix.one_apply] using h
  · ext i j
    have h := congrFun (hA.mulVec_eigenvectorBasis (σ j)) i
    simp only [Matrix.mulVec, dotProduct, Pi.smul_apply, Complex.real_smul] at h
    rw [Matrix.mul_diagonal, Matrix.mul_apply]
    exact h.trans (mul_comm _ _)

/-- For Hermitian `H` and positive definite `S`, the ascending list of generalised eigenvalues
of `(H, S)` exists and is unique. -/
theorem existsUnique_levels {H S : Matrix (Fin n) (Fin n) ℂ} (hH : H.IsHermitian)
    (hS : S.PosDef) : ∃! ε : Fin n → ℝ, IsLevels H S ε := by
  obtain ⟨σ, U, -, hU, hSU⟩ := exists_sorted_eigenvectors hS.isHermitian
  let s : Fin n → ℝ := fun i => √(hS.isHermitian.eigenvalues (σ i))
  let R : Matrix (Fin n) (Fin n) ℂ := diagonal (fun i => (((s i)⁻¹ : ℝ) : ℂ))
  have hr : ∀ i, (s i)⁻¹ * hS.isHermitian.eigenvalues (σ i) * (s i)⁻¹ = 1 := by
    intro i
    have hp := hS.eigenvalues_pos (σ i)
    have hs : s i ≠ 0 := (Real.sqrt_pos.2 hp).ne'
    have h2 : s i * s i = hS.isHermitian.eigenvalues (σ i) := Real.mul_self_sqrt hp.le
    rw [← h2]
    field_simp
  -- rescaled eigenvectors of the overlap form an `S`-orthonormal basis
  have hB : (U * R)ᴴ * S * (U * R) = 1 := by
    calc (U * R)ᴴ * S * (U * R) = Rᴴ * (Uᴴ * (S * U)) * R := by
          simp only [Matrix.conjTranspose_mul, Matrix.mul_assoc]
      _ = Rᴴ * diagonal (fun i => (hS.isHermitian.eigenvalues (σ i) : ℂ)) * R := by
          rw [hSU, ← Matrix.mul_assoc Uᴴ, hU, Matrix.one_mul]
      _ = 1 := by
          simp only [R]
          rw [Matrix.diagonal_conjTranspose, Matrix.diagonal_mul_diagonal,
            Matrix.diagonal_mul_diagonal, ← Matrix.diagonal_one]
          refine congrArg diagonal (funext fun i => ?_)
          simp only [Pi.star_apply, Complex.star_def, Complex.conj_ofReal]
          exact_mod_cast hr i
  generalize U * R = B at hB
  -- diagonalise the Hamiltonian in this basis
  have hA : (Bᴴ * H * B).IsHermitian := Matrix.isHermitian_conjTranspose_mul_mul B hH
  obtain ⟨τ, W, hmono, hW, hAW⟩ := exists_sorted_eigenvectors hA
  have hlev : IsLevels H S (hA.eigenvalues ∘ τ) := by
    refine ⟨B * W, hmono, ?_, ?_⟩
    · calc (B * W)ᴴ * S * (B * W) = Wᴴ * (Bᴴ * S * B) * W := by
            simp only [Matrix.conjTranspose_mul, Matrix.mul_assoc]
        _ = 1 := by rw [hB, Matrix.mul_one, hW]
    · have hinv : S * B * Bᴴ = 1 := mul_eq_one_comm.1 (by rw [← Matrix.mul_assoc, hB])
      calc H * (B * W) = S * B * Bᴴ * (H * (B * W)) := by rw [hinv, Matrix.one_mul]
        _ = S * B * (Bᴴ * H * B * W) := by simp only [Matrix.mul_assoc]
        _ = S * (B * W) * diagonal (fun i => ((hA.eigenvalues ∘ τ) i : ℂ)) := by
            rw [hAW]
            simp only [Matrix.mul_assoc, Function.comp_apply]
  refine ⟨_, hlev, fun ε hε => funext fun k => le_antisymm ?_ ?_⟩
  · simpa using level_le_add (d := 0) hlev hε (fun x => by simp) k
  · simpa using level_le_add (d := 0) hε hlev (fun x => by simp) k

end

end GeneralisedLevelStability
```

```lean
#print axioms GeneralisedLevelStability.abs_level_sub_le
#print axioms GeneralisedLevelStability.levels_add_smul_overlap
#print axioms GeneralisedLevelStability.existsUnique_levels
```

```
'GeneralisedLevelStability.abs_level_sub_le' depends on axioms: [propext, Classical.choice, Quot.sound]
'GeneralisedLevelStability.levels_add_smul_overlap' depends on axioms: [propext, Classical.choice, Quot.sound]
'GeneralisedLevelStability.existsUnique_levels' depends on axioms: [propext, Classical.choice, Quot.sound]
```

### From mode coordinates to the two-sided bound

`form_modes` proves the two sums in the coordinates $a$. Its step `hc` moves $C$ into the quadratic form, and `hdiag` evaluates the form of a diagonal matrix, once with unit entries and once with the levels.

`exists_common_state` replaces the counting of conditions by a determinant. The matrix `M` has the rows of $W$ below index $k$, rows of the identity above it, and a zero row at $k$. Its determinant therefore vanishes, and a nonzero vector in its kernel is the required $a$. For $n=1$ only the zero row remains, and any nonzero number will do.

`level_le_add` is the one-sided bound. Here `hx` identifies the two expansions of the state, `hpos` gives $N>0$, and `hup` and `hdown` are the two energy estimates, proved term by term from the ordering of the levels. The last lines chain the inequalities and cancel $N$.

In `abs_level_sub_le`, `h1` and `h2` extract the real inequalities from the semidefinite conditions, and `level_le_add` is applied once in each direction. `levels_add_smul_overlap` keeps the same $C$ and checks that $V=dS$ adds $d$ to each level.

`exists_sorted_eigenvectors` puts the eigenvectors of a Hermitian matrix in ascending order of eigenvalue. `existsUnique_levels` uses it twice, first for $S$ and then for $B^\dagger HB$; the code calls the second unitary `W`, where the derivation has $Q$, and its `σ` is the permutation that sorts the eigenvalues of $S$, where the derivation writes $\sigma_i$ for the eigenvalues themselves. The equation `hB` is $B^\dagger SB=1$, and `hlev` assembles the modes. Uniqueness comes from `level_le_add` with `d := 0`, used in both directions.
